# Magnon decay within a gapless branch is forbidden when the isotropic dispersion is nondecreasing and strictly concave

When a spin-wave calculation includes cubic terms, the zero-temperature damping of a magnon of wavevector \(k\) calls for a search over \(q\). One looks for points where the energy of the magnon equals the combined energy of two magnons with wavevectors \(q\) and \(k-q\). In a continuum model, where momentum is conserved exactly, the search for decays within a single isotropic branch of energy \(f(\lVert k\rVert)\) can be skipped if \(f\) is strictly concave and nondecreasing on \([0,\infty)\) and \(f(0)=0\): no such point exists with both products at nonzero wavevector.

The three conditions have direct physical readings. Strict concavity means that the slope of the dispersion curve keeps decreasing as the wavenumber grows. Monotonicity means that a larger wavenumber never costs less energy. The condition \(f(0)=0\) says that the branch is gapless, as for a Goldstone mode without a field or an anisotropy gap.

## Wavevectors and the decay condition

Wavevectors can be added and subtracted, and each has a length \(\lVert k\rVert\) that is positive unless \(k=0\) and obeys the triangle inequality. The argument against decay uses no more than this, so it holds in any spatial dimension.

In Lean 4 with Mathlib:

```lean
import Mathlib

open Finset

namespace MagnonDecay

noncomputable section

variable {E : Type*} [NormedAddCommGroup E]
```

The type `E` is the space of wavevectors. An inner product, and with it the notion of an angle, enters only for the linear and quadratic dispersions at the end. With `E` read as ordinary Euclidean space, momentum is conserved exactly and not merely up to a reciprocal lattice vector, so umklapp processes are left out.

A magnon of wavevector \(k\) can split into two on the same branch if

\[
q\neq 0,\qquad k-q\neq 0,\qquad f(\lVert k\rVert)=f(\lVert q\rVert)+f(\lVert k-q\rVert).
\]

Momentum conservation is built in, because the second product carries what the first leaves over. The nonzero conditions remove the trivial solutions \(q=0\) and \(q=k\), in which a gapless branch merely adds a magnon of zero energy.

```lean
/-- A magnon of wavevector `k` and energy `f ‖k‖` can split into magnons of nonzero wavevectors
`q` and `k - q` on the same branch with energy conserved. -/
def DecayAllowed (f : ℝ → ℝ) (k q : E) : Prop :=
  q ≠ 0 ∧ k - q ≠ 0 ∧ f ‖k‖ = f ‖q‖ + f ‖k - q‖
```

`DecayAllowed f k q` is a statement about energy and momentum alone. It contains no matrix element, so an allowed decay may still have zero rate. In a Heisenberg ferromagnet, for instance, conservation of the total spin component along the magnetisation forbids one magnon from becoming two, whatever the kinematics.

A concrete curve for later use rises from zero and levels off at an energy \(J\):

\[
f(x)=J\left(1-e^{-\ell x}\right),\qquad J>0,\ \ell>0.
\]

Here \(x\) is a wavenumber and \(\ell\) is a length that sets how quickly the curve saturates. It is a model curve, not one derived from a spin Hamiltonian.

```lean
/-- A dispersion that rises from zero and saturates at the energy `J` over the
wavenumber scale `1 / ℓ`, for positive `J` and `ℓ`. -/
def saturating (J ℓ x : ℝ) : ℝ := J * (1 - Real.exp (-(ℓ * x)))
```

## The dispersion lies above its chord

Take two positive wavenumbers \(a\) and \(b\). The point \(a\) lies between \(0\) and \(a+b\), and can be written as a weighted average of the two:

\[
a=\frac{a}{a+b}\,(a+b)+\frac{b}{a+b}\cdot 0 .
\]

The weights are positive and add up to one. Strict concavity places the curve above the chord between the endpoints, and \(f(0)=0\) removes the second term:

\[
f(a)>\frac{a}{a+b}\,f(a+b)+\frac{b}{a+b}\,f(0)=\frac{a}{a+b}\,f(a+b).
\]

```lean
/-- A strictly concave dispersion that vanishes at zero lies, at a positive wavenumber `a`, above
its chord from zero to any larger wavenumber `a + b`. -/
theorem chord_lt {f : ℝ → ℝ} (hf : StrictConcaveOn ℝ (Set.Ici 0) f) (h0 : f 0 = 0)
    {a b : ℝ} (ha : 0 < a) (hb : 0 < b) : a / (a + b) * f (a + b) < f a := by
  have hab : 0 < a + b := add_pos ha hb
  have e1 : a / (a + b) + b / (a + b) = 1 := by rw [← add_div, div_self hab.ne']
  have h := hf.2 (Set.mem_Ici.2 hab.le) (Set.mem_Ici.2 (le_refl (0 : ℝ))) hab.ne'
    (div_pos ha hab) (div_pos hb hab) e1
  have e2 : a / (a + b) * (a + b) = a := by field_simp
  simp only [smul_eq_mul, h0, mul_zero, add_zero] at h
  rwa [e2] at h
```

The hypothesis `StrictConcaveOn ℝ (Set.Ici 0) f` is strict concavity on \([0,\infty)\). Its inequality is `hf.2`, applied here to the endpoints \(a+b\) and \(0\). The equation `e1` says that the weights sum to one, and `e2` identifies the averaged point as \(a\).

## One magnon costs less than two on a line

Exchanging \(a\) and \(b\) gives the same bound for \(f(b)\). The sum of the two bounds is

\[
f(a)+f(b)>\frac{a}{a+b}\,f(a+b)+\frac{b}{a+b}\,f(a+b)=f(a+b).
\]

This is strict subadditivity: splitting a wavenumber into two positive parts raises the total energy.

```lean
/-- For a strictly concave dispersion that vanishes at zero, one magnon of wavenumber `a + b` costs
less energy than two magnons of positive wavenumbers `a` and `b`. -/
theorem strict_subadditive {f : ℝ → ℝ} (hf : StrictConcaveOn ℝ (Set.Ici 0) f) (h0 : f 0 = 0)
    {a b : ℝ} (ha : 0 < a) (hb : 0 < b) : f (a + b) < f a + f b := by
  have h1 := chord_lt hf h0 ha hb
  have h2 := chord_lt hf h0 hb ha
  rw [add_comm b a] at h2
  have e : a / (a + b) + b / (a + b) = 1 := by rw [← add_div, div_self (add_pos ha hb).ne']
  -- the two chord weights add up to one
  have e' : a / (a + b) * f (a + b) + b / (a + b) * f (a + b) = f (a + b) := by
    rw [← add_mul, e, one_mul]
  linarith
```

The proof calls `chord_lt` twice, as `h1` and `h2`. The equation `e'` recombines the two weighted terms into \(f(a+b)\), and `linarith` adds the inequalities.

## Products at any angle

Two products need not point in the same direction. Since \(k=q+(k-q)\), the triangle inequality gives \(\lVert k\rVert\le\lVert q\rVert+\lVert k-q\rVert\). Monotonicity turns this into a statement about energies, and subadditivity with \(a=\lVert q\rVert\) and \(b=\lVert k-q\rVert\) completes the chain:

\[
f(\lVert k\rVert)\le f(\lVert q\rVert+\lVert k-q\rVert)<f(\lVert q\rVert)+f(\lVert k-q\rVert).
\]

```lean
/-- For a strictly concave, nondecreasing isotropic dispersion with `f 0 = 0`, a magnon has less
energy than any two magnons of nonzero wavevectors `q` and `k - q` that share its momentum. -/
theorem energy_lt_two_magnons {f : ℝ → ℝ} (hf : StrictConcaveOn ℝ (Set.Ici 0) f)
    (hmono : MonotoneOn f (Set.Ici 0)) (h0 : f 0 = 0) {k q : E} (hq : q ≠ 0)
    (hkq : k - q ≠ 0) : f ‖k‖ < f ‖q‖ + f ‖k - q‖ := by
  have hk : ‖k‖ ≤ ‖q‖ + ‖k - q‖ := by
    have h := norm_add_le q (k - q)
    have e : q + (k - q) = k := by abel
    rwa [e] at h
  exact (hmono (Set.mem_Ici.2 (norm_nonneg k))
    (Set.mem_Ici.2 (add_nonneg (norm_nonneg q) (norm_nonneg (k - q)))) hk).trans_lt
    (strict_subadditive hf h0 (norm_pos_iff.2 hq) (norm_pos_iff.2 hkq))
```

`MonotoneOn f (Set.Ici 0)` is the nondecreasing condition on \([0,\infty)\). The triangle inequality is `hk`, and `trans_lt` joins the weak step to the strict one. The sum \(\lVert q\rVert+\lVert k-q\rVert\) can be much larger than \(\lVert k\rVert\), which is why the conditions are imposed on the whole half-line. A periodic lattice band does not satisfy them there, even if it is concave at small wavenumbers.

An energy that is strictly smaller than the sum cannot equal it, so energy conservation fails for every choice of \(q\).

```lean
/-- With a strictly concave, nondecreasing isotropic dispersion that vanishes at zero, no magnon can
decay into two magnons of nonzero wavevectors on the same branch. -/
theorem no_two_magnon_decay {f : ℝ → ℝ} (hf : StrictConcaveOn ℝ (Set.Ici 0) f)
    (hmono : MonotoneOn f (Set.Ici 0)) (h0 : f 0 = 0) (k q : E) : ¬ DecayAllowed f k q :=
  fun h => (energy_lt_two_magnons hf hmono h0 h.1 h.2.1).ne h.2.2
```

The proof takes a supposed decay `h`, passes its two nonzero conditions to the energy inequality, and contradicts its energy equation. The wavevector \(k\) itself is unrestricted and may be zero.

## Decay into more than two magnons

Higher-order terms can produce three or more magnons. Let \(s\) be a finite set of labels with at least two members, and let every \(q_i\) with \(i\in s\) be nonzero. The claim is

\[
f\Big(\Big\lVert\sum_{i\in s}q_i\Big\rVert\Big)<\sum_{i\in s}f(\lVert q_i\rVert).
\]

First comes a weak inequality, valid for every finite set \(t\) of labels:

\[
f\Big(\sum_{i\in t}\lVert q_i\rVert\Big)\le\sum_{i\in t}f(\lVert q_i\rVert).
\]

For empty \(t\) both sides are zero. Suppose that it holds for \(t\), and add a label \(a\) with length \(r=\lVert q_a\rVert\). Write \(T=\sum_{i\in t}\lVert q_i\rVert\).

- If \(r=0\), neither side changes, because \(f(0)=0\).
- If \(T=0\), the inequality for \(t\) reads \(0\le\sum_{i\in t}f(\lVert q_i\rVert)\), and adding \(f(r)\) to both sides gives the new case.
- If both are positive, then \(f(r+T)<f(r)+f(T)\), and the inequality for \(t\) bounds \(f(T)\).

Now split one label \(i\) off from \(s\). The remaining lengths have the sum \(R=\sum_{l\in s,\,l\ne i}\lVert q_l\rVert\), which is positive because at least one other nonzero wavevector is left. Therefore

\[
f\Big(\Big\lVert\sum_{l\in s}q_l\Big\rVert\Big)\le f(\lVert q_i\rVert+R)<f(\lVert q_i\rVert)+f(R)\le\sum_{l\in s}f(\lVert q_l\rVert).
\]

The first step is the triangle inequality for several vectors followed by monotonicity, the second is strict subadditivity, and the third is the weak inequality for the remaining labels.

```lean
/-- For a strictly concave, nondecreasing isotropic dispersion with `f 0 = 0`, a magnon has less
energy than any two or more magnons of nonzero wavevectors that share its momentum. -/
theorem energy_lt_many_magnons {f : ℝ → ℝ} (hf : StrictConcaveOn ℝ (Set.Ici 0) f)
    (hmono : MonotoneOn f (Set.Ici 0)) (h0 : f 0 = 0) {ι : Type*} (s : Finset ι) (q : ι → E)
    (hs : 1 < s.card) (hq : ∀ i ∈ s, q i ≠ 0) :
    f ‖∑ i ∈ s, q i‖ < ∑ i ∈ s, f ‖q i‖ := by
  classical
  -- weak subadditivity for any number of wavenumbers
  have weak : ∀ t : Finset ι, f (∑ i ∈ t, ‖q i‖) ≤ ∑ i ∈ t, f ‖q i‖ := by
    intro t
    induction t using Finset.induction_on with
    | empty => simp [h0]
    | insert a t ha ih =>
      rw [Finset.sum_insert ha, Finset.sum_insert ha]
      have hT : 0 ≤ ∑ i ∈ t, ‖q i‖ := Finset.sum_nonneg fun i _ => norm_nonneg (q i)
      rcases (norm_nonneg (q a)).eq_or_lt with h | h
      · rw [← h, zero_add, h0, zero_add]
        exact ih
      · rcases hT.eq_or_lt with h' | h'
        · rw [← h', h0] at ih
          rw [← h', add_zero]
          linarith
        · have := strict_subadditive hf h0 h h'
          linarith
  -- split off one magnon to make the inequality strict
  obtain ⟨i, hi, j, hj, hij⟩ := Finset.one_lt_card.1 hs
  have hpos : 0 < ∑ l ∈ s.erase i, ‖q l‖ :=
    Finset.sum_pos (fun l hl => norm_pos_iff.2 (hq l (Finset.mem_of_mem_erase hl)))
      ⟨j, Finset.mem_erase.2 ⟨hij.symm, hj⟩⟩
  have h1 := strict_subadditive hf h0 (norm_pos_iff.2 (hq i hi)) hpos
  have h2 := weak (s.erase i)
  have e1 := Finset.add_sum_erase s (fun l => ‖q l‖) hi
  have e2 := Finset.add_sum_erase s (fun l => f ‖q l‖) hi

  rw [e1] at h1
  have h3 : f ‖∑ l ∈ s, q l‖ ≤ f (∑ l ∈ s, ‖q l‖) :=
    hmono (Set.mem_Ici.2 (norm_nonneg _))
      (Set.mem_Ici.2 (Finset.sum_nonneg fun l _ => norm_nonneg (q l))) (norm_sum_le s q)
  linarith
```

The condition `1 < s.card` says that there are at least two products. The local statement `weak` carries out the induction, with the three cases in the order given above. The set `s.erase i` holds the remaining labels, and `hpos` states that \(R>0\). The three steps of the final chain are `h3`, `h1` and `h2`, in that order. As with two products, the strict inequality rules out energy conservation.

## A saturating curve that meets the conditions

For the curve \(f(x)=J(1-e^{-\ell x})\), take distinct \(x,y\ge 0\) and positive weights \(a,b\) with \(a+b=1\). The exponential is strictly convex, so

\[
e^{-\ell(ax+by)}<a\,e^{-\ell x}+b\,e^{-\ell y}.
\]

Multiplying by \(-J\) reverses the inequality, and adding \(J=aJ+bJ\) gives

\[
f(ax+by)>a f(x)+b f(y).
\]

The curve is nondecreasing because \(e^{-\ell x}\) falls as \(x\) grows, and \(f(0)=J(1-1)=0\).

```lean
/-- The saturating dispersion with positive `J` and `ℓ` is strictly concave and nondecreasing on
nonnegative wavenumbers, and vanishes at zero. -/
theorem saturating_witness {J ℓ : ℝ} (hJ : 0 < J) (hl : 0 < ℓ) :
    StrictConcaveOn ℝ (Set.Ici 0) (saturating J ℓ) ∧
      MonotoneOn (saturating J ℓ) (Set.Ici 0) ∧ saturating J ℓ 0 = 0 := by
  refine ⟨⟨convex_Ici 0, ?_⟩, ?_, by simp [saturating]⟩
  · intro x _ y _ hxy a b ha hb hab
    have hne : -(ℓ * x) ≠ -(ℓ * y) := fun h =>
      hxy (mul_left_cancel₀ hl.ne' (neg_injective h))
    -- strict convexity of the exponential
    have h := strictConvexOn_exp.2 (Set.mem_univ _) (Set.mem_univ _) hne ha hb hab
    simp only [smul_eq_mul, saturating] at h ⊢
    have e : -(ℓ * (a * x + b * y)) = a * -(ℓ * x) + b * -(ℓ * y) := by ring
    rw [e]
    have h' := mul_lt_mul_of_pos_left h hJ
    have hJ' : a * J + b * J = J := by rw [← add_mul, hab, one_mul]
    nlinarith
  · intro x _ y _ hxy
    unfold saturating
    gcongr
```

The strict convexity of the exponential is taken from Mathlib as `strictConvexOn_exp`. It is applied at the points \(-\ell x\) and \(-\ell y\), which `hne` shows to be distinct. The tactic `gcongr` handles monotonicity.

For a numerical instance, measure energy in units of \(J\) and choose the unit of length so that \(\ell=\ln 2\). Then \(f(x)=1-2^{-x}\). Let \(q=(3,0)\) and \(k-q=(0,4)\), so that \(k=(3,4)\) and \(\lVert k\rVert=5\). The energies are

\[
f(5)=\tfrac{31}{32}\approx 0.969,\qquad f(7)=\tfrac{127}{128}\approx 0.992,\qquad f(3)+f(4)=\tfrac78+\tfrac{15}{16}=1.8125 .
\]

They follow the chain \(f(5)\le f(7)<f(3)+f(4)\), and the decay misses energy conservation by about \(0.84\,J\).

## Linear dispersion: only collinear decays

A linear dispersion \(f(x)=cx\) with \(c\neq 0\) is concave but not strictly so. Energy conservation becomes \(\lVert k\rVert=\lVert q\rVert+\lVert k-q\rVert\), which is equality in the triangle inequality. In an inner-product space,

\[
\lVert k\rVert^2=\lVert q\rVert^2+\lVert k-q\rVert^2+2\langle q,k-q\rangle ,
\]

so equality holds exactly when \(\langle q,k-q\rangle=\lVert q\rVert\,\lVert k-q\rVert\). For nonzero vectors this is the case of equality in the Cauchy–Schwarz inequality with positive sign: the two products point in the same direction.

```lean
/-- For a linear dispersion of nonzero velocity `c`, the allowed decays are exactly those into
magnons of nonzero wavevectors pointing in the same direction. -/
theorem linear_decay_iff [InnerProductSpace ℝ E] {c : ℝ} (hc : c ≠ 0) (k q : E) :
    DecayAllowed (fun x => c * x) k q ↔ q ≠ 0 ∧ k - q ≠ 0 ∧ SameRay ℝ q (k - q) := by
  have hk : q + (k - q) = k := by abel
  simp only [DecayAllowed]
  rw [sameRay_iff_norm_add, hk, ← mul_add, mul_right_inj' hc]
```

For nonzero vectors, `SameRay ℝ q (k - q)` means that each is a positive multiple of the other. The lemma `sameRay_iff_norm_add` supplies the equality case, and the remaining rewriting cancels \(c\). In the numerical triangle \(5\neq 3+4\), so a linear branch forbids that decay too.

## Quadratic dispersion: only perpendicular products

For \(f(x)=Dx^2\) with \(D\neq 0\), the form of a ferromagnetic branch at long wavelength, the same expansion of \(\lVert k\rVert^2\) gives

\[
D\lVert k\rVert^2-D\lVert q\rVert^2-D\lVert k-q\rVert^2=2D\langle q,k-q\rangle .
\]

The left side vanishes exactly when energy is conserved, and the right side exactly when the products are perpendicular. The numerical triangle is such a case, since \(25=9+16\). In one dimension two nonzero wavevectors are never perpendicular, so no decay is allowed there.

```lean
/-- For a quadratic dispersion of nonzero stiffness `D`, the allowed decays are exactly those into
magnons of nonzero, mutually perpendicular wavevectors. -/
theorem quadratic_decay_iff [InnerProductSpace ℝ E] {D : ℝ} (hD : D ≠ 0) (k q : E) :
    DecayAllowed (fun x => D * x ^ 2) k q ↔
      q ≠ 0 ∧ k - q ≠ 0 ∧ inner ℝ q (k - q) = 0 := by
  have hk : q + (k - q) = k := by abel
  have e := norm_add_sq_real q (k - q)
  rw [hk] at e
  simp only [DecayAllowed]
  refine and_congr_right fun _ => and_congr_right fun _ => ⟨fun h => ?_, fun h => ?_⟩
  · apply mul_left_cancel₀ hD
    linear_combination (h - D * e) / 2
  · linear_combination D * e + 2 * D * h


end

end MagnonDecay
```

The expansion is `e`, obtained from `norm_add_sq_real`. Each direction of the equivalence is a `linear_combination` of this identity with the assumed equation, and the first also cancels \(D\).

```lean
#print axioms MagnonDecay.no_two_magnon_decay
-- 'MagnonDecay.no_two_magnon_decay' depends on axioms: [propext, Classical.choice, Quot.sound]
#print axioms MagnonDecay.energy_lt_many_magnons
-- 'MagnonDecay.energy_lt_many_magnons' depends on axioms: [propext, Classical.choice, Quot.sound]
#print axioms MagnonDecay.linear_decay_iff
-- 'MagnonDecay.linear_decay_iff' depends on axioms: [propext, Classical.choice, Quot.sound]
#print axioms MagnonDecay.quadratic_decay_iff
-- 'MagnonDecay.quadratic_decay_iff' depends on axioms: [propext, Classical.choice, Quot.sound]
```
